# Filling orthogonal eigenorbitals gives an eigenstate of a one-body operator

Take $n$ fermionic modes labelled $p = 0,\dots,n-1$, a complex $n\times n$ matrix $h$, and nonzero, pairwise orthogonal vectors $v_1,\dots,v_k\in\mathbb C^n$ with $h v_i=\varepsilon_i v_i$. Let $a^*_p, a_p$ create and annihilate mode $p$, let $a^*(v)=\sum_p v_p a^*_p$, and let $|0\rangle$ be the vacuum. Then $\Phi=a^*(v_1)\cdots a^*(v_k)|0\rangle$ is nonzero and
$$d\Gamma(h)\,\Phi=\Big(\sum_i\varepsilon_i\Big)\Phi,\qquad d\Gamma(h)=\sum_{p,q}h_{pq}\,a^*_pa_q .$$
For non-interacting electrons whose one-electron Hamiltonian has the matrix $h$ in a finite orthonormal basis of spin-orbitals, this says that filling orthogonal eigenorbitals of $h$ gives an energy eigenstate whose energy is the sum of their orbital energies.

```lean
import Mathlib

open Matrix
open scoped ComplexOrder

namespace SlaterEigenstates

noncomputable section

variable {n : ℕ}
```

## The model

Fock space has one basis vector $|S\rangle$ for each set $S$ of occupied modes. A state is its amplitude function $f(S)$, and an operator is a $2^n\times2^n$ matrix indexed by such sets.

```lean
/-- Operators on Fock space: matrices indexed by occupation sets. -/
abbrev Op (n : ℕ) := Matrix (Finset (Fin n)) (Finset (Fin n)) ℂ
```

The ordering of the modes fixes the sign convention $s_p(S)=(-1)^{\#\{q\in S:\ q<p\}}$.

```lean
/-- The sign `(-1)^(number of occupied modes q < p)`. -/
def sgn (p : Fin n) (S : Finset (Fin n)) : ℂ := (-1) ^ (S.filter (· < p)).card
```

The creator acts as $a^*_p|T\rangle=s_p(T)\,|T\cup\{p\}\rangle$ for $p\notin T$ and gives zero for $p\in T$. The annihilator is its adjoint, $a_p=(a^*_p)^\dagger$.

```lean
/-- Creator of mode `p`: sends `T` to `sgn p T` times `T ∪ {p}` if `p ∉ T`, else to zero. -/
def cre (p : Fin n) : Op n :=
  Matrix.of fun S T => if p ∉ T ∧ S = insert p T then sgn p T else 0

/-- Annihilator of mode `p`: the adjoint of the creator. -/
def ann (p : Fin n) : Op n := (cre p)ᴴ
```

An orbital is any vector $v\in\mathbb C^n$, not necessarily normalised. The map $v\mapsto a^*(v)$ is linear, and $a(v)=a^*(v)^\dagger=\sum_q\overline{v_q}\,a_q$ is antilinear.

```lean
/-- Creator of the orbital `v`: `a*(v) = ∑ v_p a*_p`. -/
def creOrb (v : Fin n → ℂ) : Op n := ∑ p, v p • cre p

/-- Annihilator of the orbital `v`: the adjoint of `a*(v)`. -/
def annOrb (v : Fin n → ℂ) : Op n := (creOrb v)ᴴ
```

The operator $d\Gamma(h)$ is defined for every matrix $h$, Hermitian or not.

```lean
/-- One-body operator `dΓ(h) = ∑ h_pq a*_p a_q`. -/
def dGamma (h : Matrix (Fin n) (Fin n) ℂ) : Op n := ∑ p, ∑ q, h p q • (cre p * ann q)
```

The vacuum is $|0\rangle=|\emptyset\rangle$. The product state is built from a list of orbitals, with the first entry as the leftmost creator. It is the second-quantised form of a Slater determinant, defined here purely as an operator product; its amplitudes are never expanded as determinants.

```lean
/-- The vacuum: amplitude one on the empty set, zero elsewhere. -/
def vacuum (n : ℕ) : Finset (Fin n) → ℂ := fun S => if S = ∅ then 1 else 0

/-- The state `a*(v₁) ⋯ a*(v_k)` applied to the vacuum. -/
def slater : List (Fin n → ℂ) → Finset (Fin n) → ℂ
  | [] => vacuum n
  | v :: vs => creOrb v *ᵥ slater vs
```

## Signs and amplitudes

Write $\sigma(q,p)=-1$ if $q<p$ and $\sigma(q,p)=1$ otherwise. Filling an empty mode $q$ raises the count in $s_p$ by one exactly when $q<p$, so $s_p(S\cup\{q\})=\sigma(q,p)\,s_p(S)$. For $q\in S$, applying this to $S\setminus q$ and using $\sigma^2=1$ gives $s_p(S\setminus q)=\sigma(q,p)\,s_p(S)$.

```lean
/-- Filling an empty mode `q` or emptying a filled one multiplies the sign at `p` by `-1`
if `q < p` and by `1` otherwise. -/
theorem sgn_update (p q : Fin n) (S : Finset (Fin n)) :
    (q ∉ S → sgn p (insert q S) = (if q < p then -1 else 1) * sgn p S) ∧
    (q ∈ S → sgn p (S.erase q) = (if q < p then -1 else 1) * sgn p S) := by
  have ins : ∀ T : Finset (Fin n), q ∉ T →
      sgn p (insert q T) = (if q < p then -1 else 1) * sgn p T := by
    intro T hq
    by_cases h : q < p <;> simp [sgn, Finset.filter_insert, h, hq, pow_succ]
  refine ⟨ins S, fun hq => ?_⟩
  have := ins _ (Finset.notMem_erase q S)
  rw [Finset.insert_erase hq] at this
  rw [this]
  split_ifs <;> ring
```

Each row of $a^*_p$ or $a_p$ has at most one nonzero entry, so
$$(a^*_pf)(S)=s_p(S\setminus p)\,f(S\setminus p)\ \ (p\in S),\qquad (a_pf)(S)=s_p(S)\,f(S\cup\{p\})\ \ (p\notin S),$$
and both vanish in the opposite case. `Finset.sum_eq_single` picks the surviving term of the matrix–vector sum. If $S$ is stored as a bit string with mode $p$ at position $p$, these two formulas can be implemented directly: test bit $p$, flip it, and take the parity of the number of set bits below position $p$.

```lean
/-- Amplitudes of `a*_p f` and `a_p f` on the occupation set `S`. -/
theorem ladder_apply (p : Fin n) (f : Finset (Fin n) → ℂ) (S : Finset (Fin n)) :
    (cre p *ᵥ f) S = (if p ∈ S then sgn p (S.erase p) * f (S.erase p) else 0) ∧
    (ann p *ᵥ f) S = (if p ∈ S then 0 else sgn p S * f (insert p S)) := by
  simp only [ann, cre, mulVec, dotProduct, conjTranspose_apply, of_apply]
  constructor
  · by_cases hp : p ∈ S
    · rw [if_pos hp, Finset.sum_eq_single (S.erase p)]
      · simp [Finset.insert_erase hp]
      · intro T _ hT
        have : ¬(p ∉ T ∧ S = insert p T) := by
          rintro ⟨h1, rfl⟩
          exact hT (Finset.erase_insert h1).symm
        rw [if_neg this, zero_mul]
      · simp
    · rw [if_neg hp]
      refine Finset.sum_eq_zero fun T _ => ?_
      have : ¬(p ∉ T ∧ S = insert p T) := by
        rintro ⟨_, rfl⟩
        exact hp (Finset.mem_insert_self _ _)
      rw [if_neg this, zero_mul]
  · by_cases hp : p ∈ S
    · simp [hp]
    · rw [if_neg hp, Finset.sum_eq_single (insert p S)]
      · simp [hp, sgn]
      · intro T _ hT
        simp [hT]
      · simp
```

## Anticommutation relations

With $\{A,B\}=AB+BA$, the claim is $\{a_p,a^*_q\}=\delta_{pq}$ and $\{a^*_p,a^*_q\}=\{a_p,a_q\}=0$. Two facts carry the argument: $s_p(S)^2=1$ (`hsq`), and $\sigma(p,q)=-\sigma(q,p)$ for $p\ne q$ (`hsign`).

For two creators with $p=q$, a nonzero amplitude would need $p\in S\setminus p$, so $a^*_pa^*_p=0$. For $p\neq q$ both products vanish unless $p,q\in S$, and then, since $\sigma(p,p)=\sigma(q,q)=1$,
$$(a^*_pa^*_qf)(S)=s_p(S\setminus p)\,s_q(S\setminus\{p,q\})\,f(S\setminus\{p,q\})=\sigma(p,q)\,s_p(S)s_q(S)\,f(S\setminus\{p,q\}).$$
The reversed order carries $\sigma(q,p)$, and the two cancel. This is `h2`; its adjoint is the relation between annihilators.

For the mixed relation with $p=q$, only $a^*_pa_p$ survives when $p\in S$ and only $a_pa^*_p$ when $p\notin S$. In either case the amplitude is a squared sign times $f(S)$. For $p\ne q$ only $p\notin S$, $q\in S$ contributes. With $S'=(S\setminus q)\cup\{p\}$,
$$(a_pa^*_qf)(S)=\sigma(p,q)\,s_p(S)\,s_q(S\setminus q)f(S'),\qquad (a^*_qa_pf)(S)=\sigma(q,p)\,s_p(S)\,s_q(S\setminus q)f(S'),$$
which again cancel.

The auxiliary `hext` is a device worth reusing: two matrices agree if they act alike on all vectors, as one sees by applying them to `Pi.single j 1`. With `← mulVec_mulVec` a product of matrices becomes two successive actions, so no double sum over subsets has to be handled.

```lean
/-- Canonical anticommutation relations: `{a_p, a*_q} = δ_pq`, `{a*_p, a*_q} = 0`,
`{a_p, a_q} = 0`. -/
theorem car : (∀ p q : Fin n, ann p * cre q + cre q * ann p = if p = q then 1 else 0) ∧
    (∀ p q : Fin n, cre p * cre q + cre q * cre p = 0) ∧
    (∀ p q : Fin n, ann p * ann q + ann q * ann p = 0) := by
  have hext : ∀ A B : Op n, (∀ f S, (A *ᵥ f) S = (B *ᵥ f) S) → A = B := by
    intro A B h
    ext i j
    simpa using h (Pi.single j 1) i
  have hc := fun (p : Fin n) f S => (ladder_apply p f S).1
  have ha := fun (p : Fin n) f S => (ladder_apply p f S).2
  have hsq : ∀ (p : Fin n) S, sgn p S * sgn p S = 1 := by
    intro p S
    unfold sgn
    rw [← mul_pow]
    simp
  -- for distinct modes exactly one of the two orderings produces a minus sign
  have hsign : ∀ p q : Fin n, p ≠ q →
      (if p < q then -1 else 1 : ℂ) = -(if q < p then -1 else 1) := by
    intro p q h
    rcases lt_trichotomy p q with l | l | l
    · simp [l, lt_asymm l]
    · exact absurd l h
    · simp [l, lt_asymm l]
  have h2 : ∀ p q : Fin n, cre p * cre q + cre q * cre p = 0 := by
    intro p q
    refine hext _ _ fun f S => ?_
    rw [add_mulVec, ← mulVec_mulVec, ← mulVec_mulVec]
    simp only [Pi.add_apply, hc, zero_mulVec, Pi.zero_apply]
    by_cases h : p = q
    · subst h
      simp
    by_cases hp : p ∈ S <;> by_cases hq : q ∈ S
    · have hq' : q ∈ S.erase p := Finset.mem_erase.mpr ⟨Ne.symm h, hq⟩
      have hp' : p ∈ S.erase q := Finset.mem_erase.mpr ⟨h, hp⟩
      have e : (S.erase q).erase p = (S.erase p).erase q := Finset.erase_right_comm
      rw [if_pos hp, if_pos hq, if_pos hp', if_pos hq', (sgn_update q q _).2 hq',
        (sgn_update p p _).2 hp', e, (sgn_update p p _).2 hp, (sgn_update q p _).2 hp,
        (sgn_update p q _).2 hq, (sgn_update q q _).2 hq, hsign p q h]
      ring
    all_goals simp [hp, hq]
  refine ⟨fun p q => hext _ _ fun f S => ?_, h2, fun p q => ?_⟩
  · rw [add_mulVec, ← mulVec_mulVec, ← mulVec_mulVec]
    simp only [Pi.add_apply, hc, ha]
    by_cases h : p = q
    · subst h
      by_cases hp : p ∈ S
      · simp [hp, Finset.insert_erase hp, ← mul_assoc, hsq]
      · simp [hp, Finset.erase_insert hp, ← mul_assoc, hsq]
    by_cases hp : p ∈ S <;> by_cases hq : q ∈ S
    · simp [hp, hq, h]
    · simp [hp, hq, h]
    · have hp' : p ∉ S.erase q := by simp [hp]
      rw [if_neg hp, if_pos (Finset.mem_insert_of_mem hq), if_pos hq, if_neg hp', if_neg h,
        Finset.erase_insert_of_ne h, (sgn_update q p _).1 hp', (sgn_update p q _).2 hq,
        hsign p q h, zero_mulVec, Pi.zero_apply]
      ring
    · simp [hp, hq, h, Ne.symm h]
  · have := congrArg conjTranspose (h2 q p)
    simpa [ann, conjTranspose_add, conjTranspose_mul] using this
```

The inner product is $\langle u,v\rangle=\sum_q\overline{u_q}v_q$, in Lean `star u ⬝ᵥ v`. Linearity (`lin`) gives $\{A,a^*(v)\}=\sum_r v_r\{A,a^*_r\}$ for any operator $A$. Hence $\{a_q,a^*(v)\}=v_q$ and $\{a^*_p,a^*(v)\}=0$, and summing the first with weights $\overline{u_q}$ gives $\{a(u),a^*(v)\}=\langle u,v\rangle$.

```lean
/-- Anticommutators with an orbital creator: `{a_q, a*(v)} = v_q`, `{a*_p, a*(v)} = 0`
and `{a(u), a*(v)} = ⟨u, v⟩`. -/
theorem car_orbital (v : Fin n → ℂ) :
    (∀ q, ann q * creOrb v + creOrb v * ann q = v q • (1 : Op n)) ∧
    (∀ p, cre p * creOrb v + creOrb v * cre p = 0) ∧
    (∀ u, annOrb u * creOrb v + creOrb v * annOrb u = (star u ⬝ᵥ v) • (1 : Op n)) := by
  have lin : ∀ A : Op n, A * creOrb v + creOrb v * A = ∑ r, v r • (A * cre r + cre r * A) := by
    intro A
    simp only [creOrb, Finset.mul_sum, Finset.sum_mul, mul_smul_comm, smul_mul_assoc,
      smul_add, Finset.sum_add_distrib]
  have k1 : ∀ q, ann q * creOrb v + creOrb v * ann q = v q • (1 : Op n) := by
    intro q
    rw [lin]
    simp [car.1, smul_ite]
  refine ⟨k1, fun p => by rw [lin]; simp [car.2.1], fun u => ?_⟩
  have e : annOrb u = ∑ q, star (u q) • ann q := by
    simp only [annOrb, creOrb, conjTranspose_sum, conjTranspose_smul, ann]
  rw [e]
  calc _ = ∑ q, star (u q) • (ann q * creOrb v + creOrb v * ann q) := by
        simp only [Finset.mul_sum, Finset.sum_mul, mul_smul_comm, smul_mul_assoc,
          smul_add, Finset.sum_add_distrib]
    _ = _ := by simp only [k1, smul_smul, dotProduct, Finset.sum_smul, Pi.star_apply]
```

## The commutator

With $[A,B]=AB-BA$, expanding both sides shows $[AB,C]=A\{B,C\}-\{A,C\}B$; `noncomm_ring` checks this. Taking $A=a^*_p$, $B=a_q$, $C=a^*(v)$ gives $[a^*_pa_q,a^*(v)]=v_q\,a^*_p$, the step `k`. Therefore
$$[d\Gamma(h),a^*(v)]=\sum_p\Big(\sum_q h_{pq}v_q\Big)a^*_p=a^*(hv).$$

```lean
/-- The commutator `[dΓ(h), a*(v)] = a*(h v)` for every matrix `h` and orbital `v`. -/
theorem dGamma_commutator (h : Matrix (Fin n) (Fin n) ℂ) (v : Fin n → ℂ) :
    dGamma h * creOrb v - creOrb v * dGamma h = creOrb (h *ᵥ v) := by
  have k : ∀ p q, cre p * ann q * creOrb v - creOrb v * (cre p * ann q) = v q • cre p := by
    intro p q
    -- [AB, C] = A{B, C} - {A, C}B
    have e : cre p * ann q * creOrb v - creOrb v * (cre p * ann q) =
        cre p * (ann q * creOrb v + creOrb v * ann q)
          - (cre p * creOrb v + creOrb v * cre p) * ann q := by noncomm_ring
    rw [e, (car_orbital v).1, (car_orbital v).2.1]
    simp
  calc _ = ∑ p, ∑ q, h p q • (cre p * ann q * creOrb v - creOrb v * (cre p * ann q)) := by
        simp only [dGamma, Finset.sum_mul, Finset.mul_sum, smul_mul_assoc, mul_smul_comm,
          smul_sub, Finset.sum_sub_distrib]
    _ = _ := by
        simp only [k]
        simp only [smul_smul, creOrb, mulVec, dotProduct, Finset.sum_smul]
```

## The eigenvalue equation

The amplitude $(a_p|0\rangle)(S)$ involves the vacuum at $S\cup\{p\}\neq\emptyset$, so $a_p|0\rangle=0$. Every term of $a(u)$ and of $d\Gamma(h)$ has an annihilator on the right, so these kill the vacuum too.

```lean
/-- The vacuum is annihilated by every `a_p`, every `a(u)` and every `dΓ(h)`. -/
theorem vacuum_annihilated : (∀ p : Fin n, ann p *ᵥ vacuum n = 0) ∧
    (∀ u, annOrb u *ᵥ vacuum n = 0) ∧ (∀ h, dGamma h *ᵥ vacuum n = 0) := by
  have h0 : ∀ p : Fin n, ann p *ᵥ vacuum n = 0 := by
    intro p
    funext S
    rw [(ladder_apply p _ S).2]
    simp [vacuum]
  refine ⟨h0, fun u => ?_, fun h => ?_⟩
  · have e : annOrb u = ∑ q, star (u q) • ann q := by
      simp only [annOrb, creOrb, conjTranspose_sum, conjTranspose_smul, ann]
    simp only [e, sum_mulVec, smul_mulVec, h0, smul_zero, Finset.sum_const_zero]
  · simp only [dGamma, sum_mulVec, smul_mulVec, ← mulVec_mulVec, h0, mulVec_zero, smul_zero,
      Finset.sum_const_zero]
```

The orbitals are a family `v` with energies `ε`, indexed by an arbitrary type `ι`, and the list `L` names the occupied ones. For the empty list, $d\Gamma(h)|0\rangle=0$ matches the empty sum. For a list with first index $i$, let $\Phi'$ be the state of the remaining orbitals and $E'$ their summed energy. The commutator and $hv_i=\varepsilon_iv_i$ give `e`, and the inductive hypothesis `ih'` finishes:
$$d\Gamma(h)\,a^*(v_i)\Phi'=a^*(v_i)\,d\Gamma(h)\Phi'+\varepsilon_i\,a^*(v_i)\Phi'=(\varepsilon_i+E')\,a^*(v_i)\Phi'.$$
The only hypothesis is `hv`. The equation then also covers $\Phi=0$, for instance when some $v_i$ is the zero vector, so calling $\Phi$ an eigenstate requires $\Phi\neq0$. For nonzero, pairwise orthogonal orbitals this follows from the norm formula of the next section.

```lean
/-- If `h v_i = ε_i v_i` for all `i` in `L`, the product state `Φ` of these orbitals obeys
`dΓ(h) Φ = (∑ ε_i) Φ`. -/
theorem slater_eigen_eq {ι : Type*} (h : Matrix (Fin n) (Fin n) ℂ) (v : ι → Fin n → ℂ)
    (ε : ι → ℂ) (L : List ι) (hv : ∀ i ∈ L, h *ᵥ v i = ε i • v i) :
    dGamma h *ᵥ slater (L.map v) = (L.map ε).sum • slater (L.map v) := by
  induction L with
  | nil => simp [slater, vacuum_annihilated.2.2]
  | cons i L ih =>
    have ih' := ih fun j hj => hv j (List.mem_cons_of_mem _ hj)
    have s : creOrb (ε i • v i) = ε i • creOrb (v i) := by
      simp only [creOrb, Pi.smul_apply, smul_eq_mul, Finset.smul_sum, smul_smul]
    -- moving dΓ(h) past a*(v_i) produces ε_i a*(v_i)
    have e : dGamma h * creOrb (v i) = creOrb (v i) * dGamma h + ε i • creOrb (v i) := by
      rw [← s, ← hv i (by simp), ← dGamma_commutator]
      abel
    rw [List.map_cons, List.map_cons, List.sum_cons, slater, mulVec_mulVec, e, add_mulVec,
      ← mulVec_mulVec, ih', smul_mulVec, mulVec_smul, add_smul]
    exact add_comm _ _
```

## The norm

If $\langle u,w\rangle=0$, then $a(u)a^*(w)=-a^*(w)a(u)$. So $a(u)$ passes through the creators of orbitals orthogonal to $u$, reaches the vacuum and gives zero; this is `kill`. If $u$ is orthogonal to all orbitals in $\Phi'$,
$$\langle a^*(u)\Phi',a^*(u)\Phi'\rangle=\langle\Phi',a(u)a^*(u)\Phi'\rangle=\langle\Phi',(\langle u,u\rangle-a^*(u)a(u))\Phi'\rangle=\langle u,u\rangle\langle\Phi',\Phi'\rangle .$$
Induction from $\langle0|0\rangle=1$ gives $\langle\Phi,\Phi\rangle=\prod_i\langle v_i,v_i\rangle$, which equals $1$ for orthonormal orbitals. `Pairwise` demands orthogonality of each entry to all later ones.

```lean
/-- For pairwise orthogonal orbitals, `⟨Φ, Φ⟩ = ∏ ⟨v, v⟩`. -/
theorem slater_normSq (vs : List (Fin n → ℂ)) (ho : vs.Pairwise fun u w => star u ⬝ᵥ w = 0) :
    star (slater vs) ⬝ᵥ slater vs = (vs.map fun u => star u ⬝ᵥ u).prod := by
  -- a(u) anticommutes through creators of orbitals orthogonal to u
  have kill : ∀ u (ws : List (Fin n → ℂ)), (∀ w ∈ ws, star u ⬝ᵥ w = 0) →
      annOrb u *ᵥ slater ws = 0 := by
    intro u ws hw
    induction ws with
    | nil => exact vacuum_annihilated.2.1 u
    | cons w ws ih =>
      have e := (car_orbital w).2.2 u
      rw [hw w (by simp), zero_smul] at e
      rw [slater, mulVec_mulVec, eq_neg_of_add_eq_zero_left e, neg_mulVec, ← mulVec_mulVec,
        ih fun x hx => hw x (List.mem_cons_of_mem _ hx), mulVec_zero, neg_zero]
  induction vs with
  | nil => simp [slater, vacuum, dotProduct]
  | cons u vs ih =>
    obtain ⟨h1, h2⟩ := List.pairwise_cons.mp ho
    have e : annOrb u *ᵥ (creOrb u *ᵥ slater vs) = (star u ⬝ᵥ u) • slater vs := by
      rw [mulVec_mulVec, eq_sub_of_add_eq ((car_orbital u).2.2 u), sub_mulVec,
        ← mulVec_mulVec, kill u vs h1, mulVec_zero, sub_zero, smul_mulVec, one_mulVec]
    rw [slater, star_mulVec, ← dotProduct_mulVec]
    change star (slater vs) ⬝ᵥ (annOrb u *ᵥ (creOrb u *ᵥ slater vs)) = _
    rw [e, dotProduct_smul, ih h2, smul_eq_mul, List.map_cons, List.prod_cons]
```

## The main theorem

The hypotheses are `hv` (eigenvalue equations), `hne` (nonzero orbitals) and `ho` (pairwise orthogonality). If $\Phi$ were zero, the product of the $\langle v_i,v_i\rangle$ would vanish, so one factor would, forcing $v_i=0$ against `hne`.

Orthogonality is assumed, not deduced from properties of $h$, and the energies may be complex. Together `hne` and `ho` forbid a repeated index in `L`, so each orbital is occupied at most once. Spin has no separate label: a mode stands for a spin-orbital, and a doubly occupied spatial orbital enters as two orthogonal vectors. The space is finite-dimensional, there is no two-body term, and nothing is stated about which configuration is lowest or whether such states span Fock space.

```lean
/-- For nonzero, pairwise orthogonal eigenvectors `v_i` of `h`, the product state `Φ` is
nonzero and obeys `dΓ(h) Φ = (∑ ε_i) Φ`. -/
theorem slater_eigenstate {ι : Type*} (h : Matrix (Fin n) (Fin n) ℂ) (v : ι → Fin n → ℂ)
    (ε : ι → ℂ) (L : List ι) (hv : ∀ i ∈ L, h *ᵥ v i = ε i • v i) (hne : ∀ i ∈ L, v i ≠ 0)
    (ho : L.Pairwise fun i j => star (v i) ⬝ᵥ v j = 0) :
    slater (L.map v) ≠ 0 ∧
      dGamma h *ᵥ slater (L.map v) = (L.map ε).sum • slater (L.map v) := by
  refine ⟨fun h0 => ?_, slater_eigen_eq h v ε L hv⟩
  have := slater_normSq (L.map v) (List.pairwise_map.mpr ho)
  rw [h0, dotProduct_zero] at this
  have hz := List.prod_eq_zero_iff.mp this.symm
  simp only [List.mem_map] at hz
  obtain ⟨u, ⟨i, hi, rfl⟩, hu⟩ := hz
  exact hne i hi (dotProduct_star_self_eq_zero.mp hu)
```

## Two sites

For sites $0$ and $1$ with one mode each, on-site energy $\alpha$ and coupling $\beta$ (real for a Hermitian $h$, though the Lean statement allows complex values), take
$$h=\begin{pmatrix}\alpha&\beta\\ \beta&\alpha\end{pmatrix}.$$
The vectors $(1,1)$ and $(1,-1)$ are orthogonal with energies $\alpha+\beta$ and $\alpha-\beta$. Occupying both gives a nonzero state of energy $2\alpha$. The proof applies `slater_eigenstate` to a list of pairs (energy, orbital), with `Prod.snd` as `v` and `Prod.fst` as `ε`.

The Lean vectors are unnormalised: each has squared norm $2$, so the norm formula gives $\langle\Phi,\Phi\rangle=4$. The normalised orbitals are $(1,\pm1)/\sqrt2$, and their product state is $\Phi/2$. Expanding on paper, without a Lean check, $\Phi=(a^*_0+a^*_1)(a^*_0-a^*_1)|0\rangle=-2\,|\{0,1\}\rangle$, so the normalised state is $-|\{0,1\}\rangle$, with both sites filled.

```lean
/-- Two sites with `h = [[α, β], [β, α]]`: `(1, 1)` and `(1, -1)` are orthogonal eigenvectors
with energies `α ± β`, and their product state is nonzero with energy `2α`. -/
theorem slater_eigenstate_witness (α β : ℂ) :
    !![α, β; β, α] *ᵥ ![1, 1] = (α + β) • ![1, 1] ∧
    !![α, β; β, α] *ᵥ ![1, -1] = (α - β) • ![1, -1] ∧
    star (![1, 1] : Fin 2 → ℂ) ⬝ᵥ ![1, -1] = 0 ∧ slater [![1, 1], ![1, -1]] ≠ 0 ∧
    dGamma !![α, β; β, α] *ᵥ slater [![1, 1], ![1, -1]] =
      (2 * α) • slater [![1, 1], ![1, -1]] := by
  have h1 : !![α, β; β, α] *ᵥ ![1, 1] = (α + β) • ![1, 1] := by
    ext i
    fin_cases i <;> simp [mulVec, dotProduct, Fin.sum_univ_succ]
    all_goals ring
  have h2 : !![α, β; β, α] *ᵥ ![1, -1] = (α - β) • ![1, -1] := by
    ext i
    fin_cases i <;> simp [mulVec, dotProduct, Fin.sum_univ_succ]
    all_goals ring
  have h3 : star (![1, 1] : Fin 2 → ℂ) ⬝ᵥ ![1, -1] = 0 := by
    simp [dotProduct, Fin.sum_univ_succ]
  have key := slater_eigenstate !![α, β; β, α] Prod.snd Prod.fst
    [(α + β, ![1, 1]), (α - β, ![1, -1])]
    (List.forall_mem_cons.mpr ⟨h1, List.forall_mem_singleton.mpr h2⟩)
    (List.forall_mem_cons.mpr ⟨fun h => by simpa using congrFun h 0,
      List.forall_mem_singleton.mpr fun h => by simpa using congrFun h 0⟩)
    (List.pairwise_pair.mpr h3)
  simp only [List.map_cons, List.map_nil, List.sum_cons, List.sum_nil] at key
  rw [show α + β + (α - β + 0) = 2 * α by ring] at key
  exact ⟨h1, h2, h3, key.1, key.2⟩

end

end SlaterEigenstates
```

```lean
#print axioms SlaterEigenstates.slater_eigenstate
```

```
'SlaterEigenstates.slater_eigenstate' depends on axioms: [propext, Classical.choice, Quot.sound]
```
